# Monopole repulsion from a core is at most complete screening, with equality only without penetration

The monopole repulsion between a core electron and an outer electron never exceeds the complete-screening value, which is the outer electron's mean inverse radius. I can follow this when the outer electron stays outside the core. But if it penetrates, it comes closer to the core electrons, and closer charges repel more strongly. Shouldn't penetration push the repulsion above the complete-screening value?

## Inside a shell the repulsion stops growing, but the screened value does not

The repulsion stays at or below complete screening, and penetration puts it strictly below. Moving an outer electron inwards does raise its repulsion from a core shell of radius \(r\), but only until it reaches the shell. Inside, the repulsion stays at \(1/r\), while the complete-screening value \(1/s\) at the electron's own radius \(s\) keeps growing. With \(r=1\) and \(s=1/2\), in atomic units, the repulsion is 1 and the complete-screening value is 2.

**The kernel.** Let two electrons sit at distinct radii \(r,s>0\), and let \(u\) be the cosine of the angle between them. Their squared distance is \(r^2+s^2-2rsu=(r-s)^2+2rs(1-u)>0\). Since

\[
\frac{d}{du}\left[-\frac{\sqrt{r^2+s^2-2rsu}}{rs}\right]=\frac{1}{\sqrt{r^2+s^2-2rsu}},
\]

the angular average is

\[
\frac12\int_{-1}^{1}\frac{du}{\sqrt{r^2+s^2-2rsu}}=\frac{(r+s)-|r-s|}{2rs}=\frac{\min(r,s)}{rs}=\frac{1}{\max(r,s)}.
\]

**The split.** For all \(r,s>0\),

\[
\frac1{\max(r,s)}=\frac1s-\max\left(0,\frac1s-\frac1r\right).
\]

If \(r\le s\), the correction is zero and both sides are \(1/s\). If \(r\ge s\), the correction is \(1/s-1/r\) and both sides are \(1/r\).

**The sum over shells.** Give the core weights \(p_i\) at radii \(r_i>0\), with \(\sum_i p_i=1\), and the outer electron weights \(q_j\) at radii \(s_j>0\). Multiply the split by \(p_iq_j\) and sum. Because \(\sum_{i,j}p_iq_j/s_j=\left(\sum_i p_i\right)\sum_j q_j/s_j=\sum_j q_j/s_j\),

\[
F^0=\sum_{i,j}\frac{p_iq_j}{\max(r_i,s_j)}=\sum_j\frac{q_j}{s_j}-P,\qquad
P=\sum_{i,j}p_iq_j\max\left(0,\frac1{s_j}-\frac1{r_i}\right).
\]

For nonnegative weights every term of \(P\) is nonnegative, so \(F^0\le\sum_j q_j/s_j\). Equality means \(P=0\), hence every term vanishes. When \(p_i\) and \(q_j\) are both positive, this requires \(1/s_j\le1/r_i\), that is, \(r_i\le s_j\). Conversely, if \(r_i\le s_j\) for all such pairs, every term is zero.

**The energy.** With nuclear charge \(Z\) and \(N>0\) core electrons, whose radial weights average to the \(p_i\), the outer electron's Coulomb energy is

\[
E=-Z\sum_j\frac{q_j}{s_j}+NF^0=-(Z-N)\sum_j\frac{q_j}{s_j}-NP.
\]

It lies below the energy in the field of the screened charge \(Z-N\) exactly when \(P>0\). Both energies use the same outer density.

Here is the Lean file with these statements and their proofs.

```lean
import Mathlib

open Finset

namespace CorePenetration

noncomputable section

variable {ι κ : Type*} [Fintype ι] [Fintype κ]

/-- The monopole Slater integral `F⁰` between core shells of weights `p` at radii `r` and
outer shells of weights `q` at radii `s`, all radii being positive. -/
def slaterF0 (p r : ι → ℝ) (q s : κ → ℝ) : ℝ :=
  ∑ i, ∑ j, p i * q j / max (r i) (s j)

/-- The sum of `q / s` over shells of weights `q` at positive radii `s`. It is the mean inverse
radius when the weights sum to one. -/
def meanInvRadius (q s : κ → ℝ) : ℝ := ∑ j, q j / s j

/-- The penetration term: each pair of shells contributes `p * q` times the excess of `1 / s` over
`1 / r` when the outer electron is inside the core shell, for positive radii. -/
def penetration (p r : ι → ℝ) (q s : κ → ℝ) : ℝ :=
  ∑ i, ∑ j, p i * q j * max 0 (1 / s j - 1 / r i)

/-- The Coulomb energy of an outer electron in the field of a nucleus of charge `Z` and `N` core
electrons with the common radial weights `p`, for positive radii and for weights `p` and `q` that
each sum to one. -/
def outerEnergy (Z N : ℝ) (p r : ι → ℝ) (q s : κ → ℝ) : ℝ :=
  -Z * meanInvRadius q s + N * slaterF0 p r q s

/-- The Coulomb repulsion of two electrons at distinct positive radii `r` and `s`, averaged
over the cosine `u` of the angle between them, is `1 / max r s`. -/
theorem angular_average {r s : ℝ} (hr : 0 < r) (hs : 0 < s) (hne : r ≠ s) :
    (1 / 2) * ∫ u in (-1 : ℝ)..1, 1 / √(r ^ 2 + s ^ 2 - 2 * r * s * u) = 1 / max r s := by
  -- the squared distance never vanishes
  have hpos : ∀ u ∈ Set.uIcc (-1 : ℝ) 1, 0 < r ^ 2 + s ^ 2 - 2 * r * s * u := by
    intro u hu
    rw [Set.uIcc_of_le (by norm_num)] at hu
    have h1 : 0 < (r - s) ^ 2 := by
      have := sub_ne_zero.mpr hne
      positivity
    nlinarith [mul_nonneg (mul_pos hr hs).le (sub_nonneg.mpr hu.2)]
  -- the distance itself is, up to a factor, an antiderivative
  have hd : ∀ u ∈ Set.uIcc (-1 : ℝ) 1,
      HasDerivAt (fun u : ℝ => -√(r ^ 2 + s ^ 2 - 2 * r * s * u) / (r * s))
        (1 / √(r ^ 2 + s ^ 2 - 2 * r * s * u)) u := by
    intro u hu
    have h0 : HasDerivAt (fun u : ℝ => r ^ 2 + s ^ 2 - 2 * r * s * u) (-(2 * r * s)) u := by
      simpa using ((hasDerivAt_id u).const_mul (2 * r * s)).const_sub (r ^ 2 + s ^ 2)
    have h1 := ((h0.sqrt (hpos u hu).ne').fun_neg).div_const (r * s)
    refine h1.congr_deriv ?_
    show -(-(2 * r * s) / (2 * √(r ^ 2 + s ^ 2 - 2 * r * s * u))) / (r * s)
      = 1 / √(r ^ 2 + s ^ 2 - 2 * r * s * u)
    have hw := Real.sqrt_pos.mpr (hpos u hu)
    generalize √(r ^ 2 + s ^ 2 - 2 * r * s * u) = w at hw ⊢
    field_simp
  have hc : ContinuousOn (fun u : ℝ => 1 / √(r ^ 2 + s ^ 2 - 2 * r * s * u))
      (Set.uIcc (-1 : ℝ) 1) :=
    ContinuousOn.div continuousOn_const (Continuous.continuousOn (by fun_prop))
      fun u hu => (Real.sqrt_pos.mpr (hpos u hu)).ne'
  rw [intervalIntegral.integral_eq_sub_of_hasDerivAt hd hc.intervalIntegrable]
  have e1 : r ^ 2 + s ^ 2 - 2 * r * s * 1 = (r - s) ^ 2 := by ring
  have e2 : r ^ 2 + s ^ 2 - 2 * r * s * (-1) = (r + s) ^ 2 := by ring
  rw [e1, e2, Real.sqrt_sq_eq_abs (r - s), Real.sqrt_sq (add_pos hr hs).le]
  rcases le_total r s with h | h
  · rw [abs_of_nonpos (sub_nonpos.mpr h), max_eq_right h]
    field_simp
    ring
  · rw [abs_of_nonneg (sub_nonneg.mpr h), max_eq_left h]
    field_simp
    ring

/-- For positive radii, the repulsion `1 / max r s` is the fully screened value `1 / s`
less the penetration correction. -/
theorem one_div_max {r s : ℝ} (hr : 0 < r) (hs : 0 < s) :
    1 / max r s = 1 / s - max 0 (1 / s - 1 / r) := by
  rcases le_total r s with h | h
  · have h1 : 1 / s - 1 / r ≤ 0 := sub_nonpos.mpr (one_div_le_one_div_of_le hr h)
    rw [max_eq_right h, max_eq_left h1, sub_zero]
  · have h1 : 0 ≤ 1 / s - 1 / r := sub_nonneg.mpr (one_div_le_one_div_of_le hs h)
    rw [max_eq_left h, max_eq_right h1]
    ring

/-- For a normalised core and positive radii, `F⁰` is `meanInvRadius q s` minus the penetration
term. -/
theorem slaterF0_eq {p r : ι → ℝ} {q s : κ → ℝ} (hp : ∑ i, p i = 1)
    (hr : ∀ i, 0 < r i) (hs : ∀ j, 0 < s j) :
    slaterF0 p r q s = meanInvRadius q s - penetration p r q s := by
  -- normalisation spreads the screened value over all pairs of shells
  have h : ∑ j, q j / s j = ∑ i, ∑ j, p i * (q j / s j) := by
    rw [← Finset.sum_mul_sum, hp, one_mul]
  unfold slaterF0 meanInvRadius penetration
  rw [h, ← Finset.sum_sub_distrib]
  refine Finset.sum_congr rfl fun i _ => ?_
  rw [← Finset.sum_sub_distrib]
  refine Finset.sum_congr rfl fun j _ => ?_
  linear_combination p i * q j * one_div_max (hr i) (hs j)

/-- For nonnegative weights the penetration term is nonnegative. -/
theorem penetration_nonneg {p : ι → ℝ} {q : κ → ℝ} (r : ι → ℝ) (s : κ → ℝ)
    (hp : ∀ i, 0 ≤ p i) (hq : ∀ j, 0 ≤ q j) : 0 ≤ penetration p r q s :=
  Finset.sum_nonneg fun i _ => Finset.sum_nonneg fun j _ =>
    mul_nonneg (mul_nonneg (hp i) (hq j)) (le_max_left _ _)

/-- For nonnegative weights and positive radii, the penetration term vanishes exactly when
no core shell of positive weight lies outside an outer shell of positive weight. -/
theorem penetration_eq_zero_iff {p r : ι → ℝ} {q s : κ → ℝ}
    (hp : ∀ i, 0 ≤ p i) (hq : ∀ j, 0 ≤ q j) (hr : ∀ i, 0 < r i) (hs : ∀ j, 0 < s j) :
    penetration p r q s = 0 ↔ ∀ i j, 0 < p i → 0 < q j → r i ≤ s j := by
  have hn : ∀ i j, 0 ≤ p i * q j * max 0 (1 / s j - 1 / r i) := fun i j =>
    mul_nonneg (mul_nonneg (hp i) (hq j)) (le_max_left _ _)
  unfold penetration
  constructor
  · intro h i j hpi hqj
    by_contra hlt
    -- a vanishing sum of nonnegative terms has only vanishing terms
    have h1 := (Finset.sum_eq_zero_iff_of_nonneg
      (fun i _ => Finset.sum_nonneg fun j _ => hn i j)).mp h i (Finset.mem_univ i)
    have h2 := (Finset.sum_eq_zero_iff_of_nonneg
      (fun j _ => hn i j)).mp h1 j (Finset.mem_univ j)
    have h3 : 0 < 1 / s j - 1 / r i :=
      sub_pos.mpr (one_div_lt_one_div_of_lt (hs j) (not_le.mp hlt))
    have h4 : 0 < p i * q j * max 0 (1 / s j - 1 / r i) :=
      mul_pos (mul_pos hpi hqj) (lt_max_of_lt_right h3)
    exact h4.ne' h2
  · intro h
    refine Finset.sum_eq_zero fun i _ => Finset.sum_eq_zero fun j _ => ?_
    rcases (hp i).eq_or_lt with h0 | h0
    · rw [← h0]
      ring
    rcases (hq j).eq_or_lt with h1 | h1
    · rw [← h1]
      ring
    have h2 : 1 / s j - 1 / r i ≤ 0 :=
      sub_nonpos.mpr (one_div_le_one_div_of_le (hr i) (h i j h0 h1))
    rw [max_eq_left h2, mul_zero]

/-- For a normalised core, nonnegative weights and positive radii, the repulsion is at most
that of complete screening, with equality exactly when `r i ≤ s j` for all pairs of shells
of positive weight. -/
theorem slaterF0_le_and_eq_iff {p r : ι → ℝ} {q s : κ → ℝ} (hp1 : ∑ i, p i = 1)
    (hp : ∀ i, 0 ≤ p i) (hq : ∀ j, 0 ≤ q j) (hr : ∀ i, 0 < r i) (hs : ∀ j, 0 < s j) :
    slaterF0 p r q s ≤ meanInvRadius q s ∧
      (slaterF0 p r q s = meanInvRadius q s ↔
        ∀ i j, 0 < p i → 0 < q j → r i ≤ s j) := by
  rw [slaterF0_eq hp1 hr hs, ← penetration_eq_zero_iff hp hq hr hs]
  exact ⟨sub_le_self _ (penetration_nonneg r s hp hq), sub_eq_self⟩

/-- For a normalised core of `N > 0` electrons, nonnegative weights and positive radii, the
outer electron's Coulomb energy lies below that in the field of the screened charge `Z - N`
exactly when some outer shell of positive weight lies inside a core shell of positive weight. -/
theorem outerEnergy_lt_iff {p r : ι → ℝ} {q s : κ → ℝ} (Z : ℝ) {N : ℝ} (hN : 0 < N)
    (hp1 : ∑ i, p i = 1) (hp : ∀ i, 0 ≤ p i) (hq : ∀ j, 0 ≤ q j)
    (hr : ∀ i, 0 < r i) (hs : ∀ j, 0 < s j) :
    outerEnergy Z N p r q s < -(Z - N) * meanInvRadius q s ↔
      ∃ i j, 0 < p i ∧ 0 < q j ∧ s j < r i := by
  -- penetration lowers the screened energy by `N` times the penetration term
  have hE : outerEnergy Z N p r q s
      = -(Z - N) * meanInvRadius q s - N * penetration p r q s := by
    unfold outerEnergy
    rw [slaterF0_eq hp1 hr hs]
    ring
  have hz := penetration_eq_zero_iff hp hq hr hs
  rw [hE]
  constructor
  · intro h
    by_contra hne
    have h0 := hz.mpr fun i j a b => not_lt.mp fun hl => hne ⟨i, j, a, b, hl⟩
    rw [h0, mul_zero, sub_zero] at h
    exact lt_irrefl _ h
  · rintro ⟨i, j, a, b, hl⟩
    have h0 : penetration p r q s ≠ 0 := fun h => not_le_of_gt hl (hz.mp h i j a b)
    have h1 : 0 < penetration p r q s :=
      lt_of_le_of_ne (penetration_nonneg r s hp hq) h0.symm
    exact sub_lt_self _ (mul_pos hN h1)

end

end CorePenetration
```

```lean
#print axioms CorePenetration.angular_average
-- 'CorePenetration.angular_average' depends on axioms: [propext, Classical.choice, Quot.sound]
#print axioms CorePenetration.slaterF0_le_and_eq_iff
-- 'CorePenetration.slaterF0_le_and_eq_iff' depends on axioms: [propext, Classical.choice, Quot.sound]
#print axioms CorePenetration.outerEnergy_lt_iff
-- 'CorePenetration.outerEnergy_lt_iff' depends on axioms: [propext, Classical.choice, Quot.sound]
```

## Shells, weights and energies in the Lean statements

The finite types `ι` and `κ` label core and outer shells. The functions `p`, `r`, `q` and `s` give their weights and radii, and `slaterF0`, `meanInvRadius` and `penetration` are \(F^0\), \(\sum_j q_j/s_j\) and \(P\). They are defined separately, so `slaterF0_eq` is a proved identity. It needs a normalised core and positive radii, but no signs for the weights.

The hypothesis `hp1` (called `hp` in `slaterF0_eq`) says that each core electron carries one full unit of charge. For one outer electron \(\sum_j q_j=1\), but the theorems hold without this condition.

The theorem `slaterF0_le_and_eq_iff` adds nonnegative weights and gives the bound with its equality condition. Shells of zero weight do not affect that condition, and coincident radii count as complete screening. In `outerEnergy_lt_iff`, `Z` is any real number and `N` any positive one; physically they are the nuclear charge and the number of core electrons. If the core orbitals differ, as 1s and 2s do, `p` is the average of the core electrons' weights; this gives the same total repulsion, because \(F^0\) is linear in `p`.

The theorem `angular_average` justifies the kernel for distinct radii. At equal radii the definition of `slaterF0` uses the continuous value \(1/r\).

The usual Slater integral \(F^0\) is a double integral over continuous radial densities; here it is a finite double sum. The model has no kinetic energy, exchange, higher multipoles or relaxation of the orbitals. In electronic structure, the result describes the electrostatic part of the stabilisation of a penetrating valence electron, for fixed densities made of finitely many shells.

## From the antiderivative to the energy criterion

In `angular_average`, `hpos` shows that the squared distance is positive, `hd` checks the antiderivative, and `hc` supplies the continuity that makes the integrand integrable. The fundamental theorem of calculus then leaves the endpoint values \(|r-s|\) and \(r+s\), and a case split on the order of the radii finishes the calculation. The later theorems do not call this lemma; it serves to justify the kernel in the definition of `slaterF0`.

The lemma `one_div_max` proves the split by the same two cases. In `slaterF0_eq`, `Finset.sum_mul_sum` and normalisation spread the screened value over all pairs; `linear_combination` then multiplies the split by `p i * q j` for each pair.

The lemma `penetration_nonneg` adds up nonnegative terms. For the forward direction of `penetration_eq_zero_iff`, `Finset.sum_eq_zero_iff_of_nonneg` is applied first to the outer sum and then to the inner one. This isolates a single vanishing term, which would be positive if \(s_j<r_i\) with both weights positive. The reverse direction treats zero weights separately and uses \(r_i\le s_j\) for the remaining pairs.

After rewriting with the identity and the vanishing criterion, `slaterF0_le_and_eq_iff` reduces to two facts about subtracting \(P\): a nonnegative \(P\) cannot raise the value, and the value is unchanged exactly when \(P=0\). In `outerEnergy_lt_iff`, `hE` is the energy formula above. Without a penetrating pair, \(P=0\) and the strict inequality is impossible; with one, \(P>0\) and the energy drops by \(NP\).
